# For finitely many levels and constant coupling, a positive BCS gap is a global energy minimum

Solving the gap equation of a mean-field superconductor gives a gap parameter at which the energy is stationary, but stationarity alone does not tell whether some other gap, or the normal state, lies lower. Take finitely many levels, each a degenerate pair of time-reversed states, with one constant pairing strength, at zero temperature and fixed chemical potential. With single-particle energies measured from the chemical potential, any positive solution then has the lowest mean-field energy among all real gap parameters.

```lean
import Mathlib

open Finset

namespace BCSGapEquation

noncomputable section

variable {ι : Type*} [Fintype ι]

/-- The quasiparticle energy `E = √(ξ² + Δ²)` of a level `ξ` at gap parameter `Δ`. -/
def quasiEnergy (ξ Δ : ℝ) : ℝ := √(ξ ^ 2 + Δ ^ 2)

/-- The mean-field ground-state energy `F(Δ) = Δ²/g + ∑ (ξ_k - E_k)` as a function of the
gap parameter, for coupling `g ≠ 0`. -/
def meanFieldEnergy (g : ℝ) (ξ : ι → ℝ) (Δ : ℝ) : ℝ :=
  Δ ^ 2 / g + ∑ k, (ξ k - quasiEnergy (ξ k) Δ)

/-- The gap equation `g ∑ 1/(2 E_k) = 1`, meant for parameters at which no quasiparticle
energy `E_k` vanishes. -/
def GapEquation (g : ℝ) (ξ : ι → ℝ) (Δ : ℝ) : Prop :=
  g * ∑ k, 1 / (2 * quasiEnergy (ξ k) Δ) = 1

/-- At a positive gap parameter every quasiparticle energy is positive. -/
lemma quasiEnergy_pos (ξ : ℝ) {Δ : ℝ} (hΔ : 0 < Δ) : 0 < quasiEnergy ξ Δ :=
  Real.sqrt_pos.2 (by positivity)

/-- The quasiparticle dispersion in squared form, `E² = ξ² + Δ²`. -/
lemma quasiEnergy_sq (ξ Δ : ℝ) : quasiEnergy ξ Δ ^ 2 = ξ ^ 2 + Δ ^ 2 :=
  Real.sq_sqrt (by positivity)

/-- The slope of the mean-field energy at a positive gap parameter is
`2Δ/g - ∑ Δ/E_k`. -/
theorem hasDerivAt_meanFieldEnergy (g : ℝ) (ξ : ι → ℝ) {Δ : ℝ} (hΔ : 0 < Δ) :
    HasDerivAt (meanFieldEnergy g ξ) (2 * Δ / g - ∑ k, Δ / quasiEnergy (ξ k) Δ) Δ := by
  have hk : ∀ k ∈ (univ : Finset ι), HasDerivAt (fun x => ξ k - quasiEnergy (ξ k) x)
      (-(Δ / quasiEnergy (ξ k) Δ)) Δ := by
    intro k _
    have h1 : HasDerivAt (fun x : ℝ => ξ k ^ 2 + x ^ 2) (2 * Δ) Δ := by
      simpa using (hasDerivAt_pow 2 Δ).const_add (ξ k ^ 2)
    have hne : ξ k ^ 2 + Δ ^ 2 ≠ 0 := by positivity
    refine ((h1.sqrt hne).const_sub (ξ k)).congr_deriv ?_
    show -(2 * Δ / (2 * √(ξ k ^ 2 + Δ ^ 2))) = -(Δ / √(ξ k ^ 2 + Δ ^ 2))
    rw [mul_div_mul_left _ _ two_ne_zero]
  have h3 : HasDerivAt (fun x : ℝ => x ^ 2 / g) (2 * Δ / g) Δ := by
    simpa using (hasDerivAt_pow 2 Δ).div_const g
  refine (h3.fun_add (HasDerivAt.fun_sum hk)).congr_deriv ?_
  rw [Finset.sum_neg_distrib]
  ring

/-- For `g > 0`, a positive gap parameter is a stationary point of the mean-field energy
exactly when it solves the gap equation. -/
theorem stationary_iff_gapEquation {g : ℝ} (hg : 0 < g) (ξ : ι → ℝ) {Δ : ℝ} (hΔ : 0 < Δ) :
    HasDerivAt (meanFieldEnergy g ξ) 0 Δ ↔ GapEquation g ξ Δ := by
  have hs : ∑ k, Δ / quasiEnergy (ξ k) Δ
      = 2 * Δ * ∑ k, 1 / (2 * quasiEnergy (ξ k) Δ) := by
    rw [Finset.mul_sum]
    refine Finset.sum_congr rfl fun k _ => ?_
    have := (quasiEnergy_pos (ξ k) hΔ).ne'
    field_simp
  have hd := hasDerivAt_meanFieldEnergy g ξ hΔ
  rw [hs] at hd
  constructor
  · intro h
    have h0 := h.unique hd
    have h1 : 2 * Δ / g * g = 2 * Δ := div_mul_cancel₀ _ hg.ne'
    have h2 : 2 * Δ * (g * ∑ k, 1 / (2 * quasiEnergy (ξ k) Δ) - 1) = 0 := by
      linear_combination g * h0 + h1
    have h3 := (mul_eq_zero.1 h2).resolve_left (by positivity)
    exact sub_eq_zero.1 h3
  · intro h
    have hS : ∑ k, 1 / (2 * quasiEnergy (ξ k) Δ) = 1 / g :=
      eq_div_of_mul_eq hg.ne' (by rw [mul_comm]; exact h)
    refine hd.congr_deriv ?_
    rw [hS]
    ring

/-- Relative to a positive solution `Δ₀` of the gap equation, the energy at any `Δ` is higher
by exactly `∑ (E_k(Δ) - E_k(Δ₀))² / (2 E_k(Δ₀))`. -/
theorem energy_excess {g : ℝ} {ξ : ι → ℝ} {Δ₀ : ℝ} (hΔ₀ : 0 < Δ₀)
    (hgap : GapEquation g ξ Δ₀) (Δ : ℝ) :
    meanFieldEnergy g ξ Δ - meanFieldEnergy g ξ Δ₀ =
      ∑ k, (quasiEnergy (ξ k) Δ - quasiEnergy (ξ k) Δ₀) ^ 2
        / (2 * quasiEnergy (ξ k) Δ₀) := by
  have hg0 : g ≠ 0 := by
    rintro rfl
    simp [GapEquation] at hgap
  have hS : ∑ k, 1 / (2 * quasiEnergy (ξ k) Δ₀) = 1 / g :=
    eq_div_of_mul_eq hg0 (by rw [mul_comm]; exact hgap)
  calc meanFieldEnergy g ξ Δ - meanFieldEnergy g ξ Δ₀
      = (Δ ^ 2 - Δ₀ ^ 2) * (1 / g)
          + ∑ k, (quasiEnergy (ξ k) Δ₀ - quasiEnergy (ξ k) Δ) := by
        unfold meanFieldEnergy
        simp only [Finset.sum_sub_distrib]
        ring
    _ = ∑ k, ((Δ ^ 2 - Δ₀ ^ 2) * (1 / (2 * quasiEnergy (ξ k) Δ₀))
          + (quasiEnergy (ξ k) Δ₀ - quasiEnergy (ξ k) Δ)) := by
        -- the gap equation distributes the cost 1/g over the levels
        rw [← hS, Finset.mul_sum, ← Finset.sum_add_distrib]
    _ = _ := by
        -- complete the square in each level
        refine Finset.sum_congr rfl fun k _ => ?_
        have hp := (quasiEnergy_pos (ξ k) hΔ₀).ne'
        have hinv : quasiEnergy (ξ k) Δ₀ * (1 / (2 * quasiEnergy (ξ k) Δ₀)) = 1 / 2 := by
          field_simp
        have hsq : Δ ^ 2 - Δ₀ ^ 2 = quasiEnergy (ξ k) Δ ^ 2 - quasiEnergy (ξ k) Δ₀ ^ 2 := by
          linarith [quasiEnergy_sq (ξ k) Δ, quasiEnergy_sq (ξ k) Δ₀]
        rw [hsq]
        linear_combination (2 * (quasiEnergy (ξ k) Δ - quasiEnergy (ξ k) Δ₀)) * hinv

/-- Every positive solution of the gap equation is a global minimiser of the mean-field
energy over all real gap parameters. -/
theorem gap_solution_minimises {g : ℝ} {ξ : ι → ℝ} {Δ₀ : ℝ} (hΔ₀ : 0 < Δ₀)
    (hgap : GapEquation g ξ Δ₀) (Δ : ℝ) :
    meanFieldEnergy g ξ Δ₀ ≤ meanFieldEnergy g ξ Δ := by
  rw [← sub_nonneg, energy_excess hΔ₀ hgap Δ]
  refine Finset.sum_nonneg fun k _ => ?_
  have := quasiEnergy_pos (ξ k) hΔ₀
  positivity

/-- If `Δ₀ > 0` solves the gap equation, the energy at `Δ` equals that at `Δ₀` exactly when
`|Δ| = Δ₀`. -/
theorem energy_eq_iff {g : ℝ} {ξ : ι → ℝ} {Δ₀ : ℝ} (hΔ₀ : 0 < Δ₀)
    (hgap : GapEquation g ξ Δ₀) (Δ : ℝ) :
    meanFieldEnergy g ξ Δ = meanFieldEnergy g ξ Δ₀ ↔ |Δ| = Δ₀ := by
  constructor
  · intro h
    have hx := energy_excess hΔ₀ hgap Δ
    rw [h, sub_self] at hx
    rcases isEmpty_or_nonempty ι with he | ⟨⟨k⟩⟩
    · simp [GapEquation] at hgap
    -- a vanishing sum of squares fixes every quasiparticle energy
    have hterm := (Finset.sum_eq_zero_iff_of_nonneg (fun j _ => div_nonneg (sq_nonneg _)
      (mul_pos two_pos (quasiEnergy_pos (ξ j) hΔ₀)).le)).1 hx.symm k (mem_univ k)
    have hp := (mul_pos two_pos (quasiEnergy_pos (ξ k) hΔ₀)).ne'
    have hE : quasiEnergy (ξ k) Δ = quasiEnergy (ξ k) Δ₀ :=
      sub_eq_zero.1 (pow_eq_zero_iff two_ne_zero |>.1 ((div_eq_zero_iff.1 hterm).resolve_right hp))
    have h1 := quasiEnergy_sq (ξ k) Δ
    rw [hE, quasiEnergy_sq] at h1
    refine (sq_eq_sq₀ (abs_nonneg Δ) hΔ₀.le).1 ?_
    rw [sq_abs]
    linarith
  · intro h
    have h2 : Δ ^ 2 = Δ₀ ^ 2 := by rw [← h, sq_abs]
    simp only [meanFieldEnergy, quasiEnergy, h2]

/-- The gap equation has at most one positive solution. -/
theorem gap_unique {g : ℝ} {ξ : ι → ℝ} {Δ₀ Δ₁ : ℝ} (h₀ : 0 < Δ₀) (h₁ : 0 < Δ₁)
    (hgap₀ : GapEquation g ξ Δ₀) (hgap₁ : GapEquation g ξ Δ₁) : Δ₁ = Δ₀ := by
  have h := (energy_eq_iff h₀ hgap₀ Δ₁).1
    (le_antisymm (gap_solution_minimises h₁ hgap₁ Δ₀) (gap_solution_minimises h₀ hgap₀ Δ₁))
  rwa [abs_of_pos h₁] at h

/-- Two levels at `ξ = 3` and `ξ = -3` with coupling `g = 5` satisfy the gap equation at
`Δ = 4`. -/
theorem gapEquation_witness : GapEquation 5 (![3, -3] : Fin 2 → ℝ) 4 := by
  have h1 : quasiEnergy 3 4 = 5 := by
    rw [quasiEnergy, show (3 : ℝ) ^ 2 + 4 ^ 2 = 5 ^ 2 by norm_num]
    exact Real.sqrt_sq (by norm_num)
  have h2 : quasiEnergy (-3) 4 = 5 := by
    rw [quasiEnergy, show (-3 : ℝ) ^ 2 + 4 ^ 2 = 5 ^ 2 by norm_num]
    exact Real.sqrt_sq (by norm_num)
  unfold GapEquation
  rw [Fin.sum_univ_two]
  show (5 : ℝ) * (1 / (2 * quasiEnergy 3 4) + 1 / (2 * quasiEnergy (-3) 4)) = 1
  rw [h1, h2]
  norm_num

end

end BCSGapEquation
```

```lean
#print axioms BCSGapEquation.stationary_iff_gapEquation
-- 'BCSGapEquation.stationary_iff_gapEquation' depends on axioms: [propext, Classical.choice, Quot.sound]
#print axioms BCSGapEquation.gap_solution_minimises
-- 'BCSGapEquation.gap_solution_minimises' depends on axioms: [propext, Classical.choice, Quot.sound]
#print axioms BCSGapEquation.gap_unique
-- 'BCSGapEquation.gap_unique' depends on axioms: [propext, Classical.choice, Quot.sound]
```

## The energy and its lowest point

The single-particle levels are real numbers $\xi_k$, measured from the chemical potential, with $k$ running over a finite set. For a coupling $g$ and a real gap parameter $\Delta$, the definitions `quasiEnergy` and `meanFieldEnergy` are

$$
E_k(\Delta)=\sqrt{\xi_k^2+\Delta^2},\qquad
F(\Delta)=\frac{\Delta^2}{g}+\sum_k\bigl(\xi_k-E_k(\Delta)\bigr).
$$

`GapEquation g ξ Δ` is the proposition

$$
g\sum_k\frac{1}{2E_k(\Delta)}=1 .
$$

The theorem `gap_solution_minimises` takes a number $\Delta_0>0$ that satisfies this equation and concludes $F(\Delta_0)\le F(\Delta)$ for every real $\Delta$. By `energy_eq_iff`, equality holds exactly when $|\Delta|=\Delta_0$, and by `gap_unique` there is at most one positive solution.

These three theorems do not assume $g>0$. At $\Delta_0>0$ every $E_k(\Delta_0)$ is positive, so the sum in the gap equation cannot be negative, and its product with $g$ can equal 1 only if $g$ is positive.

## Pairing with one coupling constant

In Lean the levels are a function `ξ : ι → ℝ` on a finite index type. Each index stands for a pair of time-reversed states, such as $(\mathbf k\uparrow,-\mathbf k\downarrow)$, and levels may coincide. The constant $g$ is the strength of an attraction that scatters pairs between all levels with the same amplitude. Decoupling this attraction in the pairing channel gives a quadratic Hamiltonian with quasiparticle energies $E_k$, together with the constant $\Delta^2/g$ that corrects for double counting. The Hartree–Fock terms of the attraction, which would shift the levels, are left out. $F(\Delta)$ is the ground-state energy of that mean-field Hamiltonian, constant included. Because the levels are measured from the chemical potential $\mu$, the Hamiltonian contains the term $-\mu N$, with $N$ the particle number, and so does $F$.

The convention is that the gap equation carries $1/(2E_k)$ and the energy carries $\Delta^2/g$ with no further factor. The gap is real and the same for all levels, the temperature is zero, and the $\xi_k$ stay fixed while $\Delta$ varies, so the chemical potential is not readjusted. That a positive solution exists is a hypothesis; for weak coupling there may be none.

Within this finite, zero-temperature model with a single gap parameter, a calculation that has found a positive root of the gap equation need not search for a lower minimum in $\Delta$.

## Where the gap equation comes from

Since $dE_k/d\Delta=\Delta/E_k$ for $\Delta>0$, the slope of the energy is

$$
F'(\Delta)=\frac{2\Delta}{g}-\sum_k\frac{\Delta}{E_k(\Delta)}
=\frac{2\Delta}{g}\left(1-g\sum_k\frac{1}{2E_k(\Delta)}\right).
$$

For $g>0$ and $\Delta>0$ the prefactor is not zero, so the slope vanishes exactly when the gap equation holds.

`hasDerivAt_meanFieldEnergy` proves the first form of the slope by differentiating the square root in each level and adding the results. `stationary_iff_gapEquation` then pulls the factor $2\Delta$ out of the sum. In one direction it compares the assumed zero derivative with the computed one, using `h.unique hd`, and cancels $2\Delta$; in the other it inserts the gap equation into the slope.

## A square for every level

Let $\Delta_0>0$ solve the gap equation, and write $E_k=E_k(\Delta)$ and $e_k=E_k(\Delta_0)$. The terms $\xi_k$ cancel in the energy difference:

$$
F(\Delta)-F(\Delta_0)=\frac{\Delta^2-\Delta_0^2}{g}+\sum_k(e_k-E_k).
$$

The gap equation says that $1/g=\sum_k 1/(2e_k)$, which distributes the first term over the levels. In each level $\Delta^2-\Delta_0^2=E_k^2-e_k^2$, because $\xi_k^2$ drops out. The contribution of level $k$ is therefore

$$
\frac{E_k^2-e_k^2}{2e_k}+e_k-E_k
=\frac{E_k^2-2E_ke_k+e_k^2}{2e_k}
=\frac{(E_k-e_k)^2}{2e_k},
$$

and the sum over levels is

$$
F(\Delta)-F(\Delta_0)=\sum_k\frac{(E_k-e_k)^2}{2e_k}\ \ge 0 .
$$

This identity is `energy_excess`. The `calc` block takes the same three steps: it forms the difference, replaces $1/g$ through `hS`, and completes the square level by level. In the last step `hsq` supplies the difference of squares, and `linear_combination` finishes the algebra with `hinv`, which states $e_k\cdot 1/(2e_k)=1/2$. The lemmas `quasiEnergy_pos` and `quasiEnergy_sq` provide $e_k>0$ and $E_k^2=\xi_k^2+\Delta^2$. `gap_solution_minimises` then only has to observe that every term is nonnegative.

If the two energies are equal, the sum of nonnegative terms is zero, so each term is zero. There is at least one level, since an empty sum cannot satisfy the gap equation. For that level $E_k=e_k$, hence $\Delta^2=\Delta_0^2$ and $|\Delta|=\Delta_0$. Conversely, $F$ depends on $\Delta$ only through $\Delta^2$. This is the proof of `energy_eq_iff`, where `Finset.sum_eq_zero_iff_of_nonneg` extracts the vanishing term.

For uniqueness, two positive solutions $\Delta_0$ and $\Delta_1$ are both global minimisers, so their energies agree. The equality case gives $|\Delta_1|=\Delta_0$, and $\Delta_1>0$ removes the absolute value.

## Two levels at $\pm3$

Take $\xi=3$ and $\xi=-3$ with $g=5$, in any fixed energy unit. At $\Delta_0=4$ both quasiparticle energies are $\sqrt{9+16}=5$, and

$$
5\left(\frac1{10}+\frac1{10}\right)=1,
$$

which is the content of `gapEquation_witness`. The energies of the paired and the normal state are

$$
F(4)=\frac{16}{5}+(3-5)+(-3-5)=-6.8,\qquad
F(0)=(3-3)+(-3-3)=-6 .
$$

In this mean-field model, without Hartree–Fock terms, pairing lowers the energy by $0.8$. The sum of squares gives the same number: each level contributes $(3-5)^2/10=0.4$.
